# The z-derivative of an axially symmetric orbital of definite l contains only l ± 1

An atomic nucleus of finite mass \(M\) recoils against its electrons. In the non-relativistic Hamiltonian, once the centre-of-mass motion is separated off, this replaces the electron mass by the reduced mass and adds the term \(\frac{1}{M}\sum_{i<j}\mathbf p_i\cdot\mathbf p_j\), the source of the specific mass shift. Between products of orbitals, each of its matrix elements splits into one-electron matrix elements of the gradient. So one needs to know what a gradient component does to an orbital of angular momentum \(l\): which angular momenta appear, and with which radial factors.

## The orbital and its radial operators

Take the \(z\)-component and an orbital with magnetic quantum number zero,

\[
\psi(s,z)=\frac{Q(r)}{r}\,P_l\!\left(\frac zr\right),\qquad r=\sqrt{s^2+z^2},
\]

where \(s\) is the distance from the axis, \(z\) the height, \(Q\) a real radial function and \(P_l\) the Legendre polynomial.

```lean
import Mathlib

noncomputable section

namespace VintiGradient
```

The polynomials are real functions fixed by two starting values and Bonnet's recurrence, solved for the highest degree.

```lean
/-- Legendre polynomials as real functions, defined by Bonnet's recurrence. -/
def legendre : ℕ → ℝ → ℝ
  | 0, _ => 1
  | 1, x => x
  | n + 2, x =>
    ((2 * (n : ℝ) + 3) * x * legendre (n + 1) x - ((n : ℝ) + 1) * legendre n x) / ((n : ℝ) + 2)
```

`orbital Q l s` is \(\psi\) as a function of \(z\) at fixed \(s\). It carries no normalisation factor.

```lean
/-- The orbital `(Q(r)/r) P_l(z/r)` at distance `s` from the axis and height `z`,
with `r = sqrt (s^2 + z^2)`. -/
def orbital (Q : ℝ → ℝ) (l : ℕ) (s z : ℝ) : ℝ :=
  Q (Real.sqrt (s ^ 2 + z ^ 2)) / Real.sqrt (s ^ 2 + z ^ 2) *
    legendre l (z / Real.sqrt (s ^ 2 + z ^ 2))
```

The two Vinti radial operators are written below as \(U_lQ=Q'-(l+1)Q/r\) and \(D_lQ=Q'+lQ/r\).

```lean
/-- The Vinti radial operator `Q' - (l+1) Q/r`. -/
def vintiUp (Q : ℝ → ℝ) (l : ℕ) (r : ℝ) : ℝ := deriv Q r - ((l : ℝ) + 1) * (Q r / r)

/-- The Vinti radial operator `Q' + l Q/r`. -/
def vintiDown (Q : ℝ → ℝ) (l : ℕ) (r : ℝ) : ℝ := deriv Q r + (l : ℝ) * (Q r / r)
```

## (a) Degree zero

Show that \(P_0\) is the constant function \(1\).

This is the first starting value, read at every \(x\).

```lean
private lemma legendre_zero : legendre 0 = fun _ => (1 : ℝ) := by
  funext x
  rw [legendre]
```

## (b) Degree one

Show that \(P_1\) is the identity function, \(P_1(x)=x\).

This is the second starting value.

```lean
private lemma legendre_one : legendre 1 = fun x => x := by
  funext x
  rw [legendre]
```

## (c) Bonnet's recurrence without the quotient

Show that

\[
(n+2)P_{n+2}=(2n+3)\,xP_{n+1}-(n+1)P_n .
\]

Multiply the definition by \(n+2\), which is never zero.

```lean
private lemma bonnet (n : ℕ) (x : ℝ) : ((n : ℝ) + 2) * legendre (n + 2) x =
    (2 * (n : ℝ) + 3) * x * legendre (n + 1) x - ((n : ℝ) + 1) * legendre n x := by
  have h : (n : ℝ) + 2 ≠ 0 := by positivity
  have e : legendre (n + 2) x = ((2 * (n : ℝ) + 3) * x * legendre (n + 1) x
      - ((n : ℝ) + 1) * legendre n x) / ((n : ℝ) + 2) := by rw [legendre]
  rw [e]
  field_simp
```

## (d) Smoothness

Show that every \(P_n\) is differentiable on the whole real line.

\(P_0\) and \(P_1\) are. By the recurrence, \(P_{n+2}\) is built from \(x\), \(P_{n+1}\) and \(P_n\) by products, differences and a constant factor, so induction gives the rest.

```lean
private lemma differentiable_legendre : ∀ n, Differentiable ℝ (legendre n)
  | 0 => by rw [legendre_zero]; fun_prop
  | 1 => by rw [legendre_one]; fun_prop
  | n + 2 => by
    have h1 := differentiable_legendre (n + 1)
    have h0 := differentiable_legendre n
    have e : legendre (n + 2) = fun x => ((2 * (n : ℝ) + 3) * x * legendre (n + 1) x
        - ((n : ℝ) + 1) * legendre n x) * ((n : ℝ) + 2)⁻¹ := by
      funext x
      rw [legendre, div_eq_mul_inv]
    rw [e]
    fun_prop
```

## (e) The derivative as a limit

Show that at every \(x\)

\[
\lim_{h\to0}\frac{P_n(x+h)-P_n(x)}{h}=P_n'(x).
\]

This follows from (d). In Lean, `deriv` names the value \(P_n'(x)\), and `HasDerivAt` states that the limit exists and has that value.

```lean
private lemma hasDeriv (n : ℕ) (x : ℝ) : HasDerivAt (legendre n) (deriv (legendre n) x) x :=
  (differentiable_legendre n x).hasDerivAt
```

## (f) Two ladder relations

Show that

\[
P_{n+1}'=xP_n'+(n+1)P_n,\qquad xP_{n+1}'-P_n'=(n+1)P_{n+1}.
\]

Prove both together by induction. For \(n=0\) they read \(1=0+1\) and \(x-0=x\). Now assume them for \(n\) and differentiate (c):

\[
(n+2)P_{n+2}'=(2n+3)P_{n+1}+(2n+3)xP_{n+1}'-(n+1)P_n'.
\]

The second relation gives \(P_n'=xP_{n+1}'-(n+1)P_{n+1}\). Since \((2n+3)+(n+1)^2=(n+2)^2\), the right side becomes \((n+2)xP_{n+1}'+(n+2)^2P_{n+1}\). Dividing by \(n+2\) gives the first relation for \(n+1\).

Multiply that result by \(x\) and subtract \(P_{n+1}'\). Replacing \(x^2P_{n+1}'\) by the second relation for \(n\), and \(P_{n+1}'\) by the first, gives

\[
\begin{aligned}
xP_{n+2}'-P_{n+1}'&=[xP_n'+(n+1)xP_{n+1}]+(n+2)xP_{n+1}-[xP_n'+(n+1)P_n]\\
&=(2n+3)xP_{n+1}-(n+1)P_n=(n+2)P_{n+2}.
\end{aligned}
\]

In the code, `d` is the differentiated recurrence, obtained because a function has only one derivative at a point. `hA` and `hB` are the two new relations, and each `linear_combination` lists the equations added above.

```lean
/-- The two ladder relations `P'_(n+1) = x P'_n + (n+1) P_n` and
`x P'_(n+1) - P'_n = (n+1) P_(n+1)`. -/
theorem deriv_ladder (n : ℕ) (x : ℝ) :
    deriv (legendre (n + 1)) x = x * deriv (legendre n) x + ((n : ℝ) + 1) * legendre n x ∧
    x * deriv (legendre (n + 1)) x - deriv (legendre n) x
      = ((n : ℝ) + 1) * legendre (n + 1) x := by
  induction n with
  | zero => simp [legendre_zero, legendre_one]
  | succ n ih =>
    obtain ⟨a, b⟩ := ih
    have p := bonnet n x
    -- differentiate Bonnet's recurrence
    have hl : HasDerivAt (fun y => ((n : ℝ) + 2) * legendre (n + 2) y)
        (((n : ℝ) + 2) * deriv (legendre (n + 2)) x) x := (hasDeriv (n + 2) x).const_mul _
    rw [funext (bonnet n)] at hl
    have hr := (((hasDerivAt_id' x).const_mul (2 * (n : ℝ) + 3)).fun_mul
      (hasDeriv (n + 1) x)).fun_sub ((hasDeriv n x).const_mul ((n : ℝ) + 1))
    have d : ((n : ℝ) + 2) * deriv (legendre (n + 2)) x =
        (2 * (n : ℝ) + 3) * 1 * legendre (n + 1) x
        + (2 * (n : ℝ) + 3) * x * deriv (legendre (n + 1)) x
        - ((n : ℝ) + 1) * deriv (legendre n) x := hl.unique hr
    have h2 : (n : ℝ) + 2 ≠ 0 := by positivity
    have hA : deriv (legendre (n + 2)) x =
        x * deriv (legendre (n + 1)) x + ((n : ℝ) + 2) * legendre (n + 1) x := by
      apply mul_left_cancel₀ h2
      linear_combination d + ((n : ℝ) + 1) * b
    have hB : x * deriv (legendre (n + 2)) x - deriv (legendre (n + 1)) x =
        ((n : ℝ) + 2) * legendre (n + 2) x := by
      linear_combination x * hA - p + x * b - a
    have hc : ((n + 1 : ℕ) : ℝ) + 1 = (n : ℝ) + 2 := by push_cast; ring
    exact ⟨by rw [hc]; exact hA, by rw [hc]; exact hB⟩
```

## (g) The derivative with its factor 1 − x²

Show that

\[
(1-x^2)P_{n+1}'=(n+1)(P_n-xP_{n+1}).
\]

Subtract \(x\) times the second ladder relation from the first; the terms \(xP_n'\) cancel.

```lean
private lemma one_sub_sq (n : ℕ) (x : ℝ) : (1 - x ^ 2) * deriv (legendre (n + 1)) x =
    ((n : ℝ) + 1) * (legendre n x - x * legendre (n + 1) x) := by
  obtain ⟨a, b⟩ := deriv_ladder n x
  linear_combination a - x * b
```

## (h) Legendre's differential equation

Show that

\[
\big((1-x^2)P_n'\big)'=-n(n+1)P_n .
\]

For \(n=0\) both sides vanish. For degree \(n+1\), differentiate (g) and use the second ladder relation:

\[
(n+1)(P_n'-xP_{n+1}'-P_{n+1})=(n+1)\big(-(n+1)-1\big)P_{n+1}=-(n+1)(n+2)P_{n+1}.
\]

```lean
/-- Legendre's differential equation `((1 - x^2) P_n')' = -n(n+1) P_n`. -/
theorem legendre_equation (n : ℕ) (x : ℝ) :
    HasDerivAt (fun y => (1 - y ^ 2) * deriv (legendre n) y)
      (-((n : ℝ) * ((n : ℝ) + 1)) * legendre n x) x := by
  cases n with
  | zero =>
    have e : (fun y => (1 - y ^ 2) * deriv (legendre 0) y) = fun _ => (0 : ℝ) := by
      funext y
      simp [legendre_zero]
    rw [e]
    exact (hasDerivAt_const x (0 : ℝ)).congr_deriv (by simp)
  | succ n =>
    rw [funext (one_sub_sq n)]
    refine (((hasDeriv n x).fun_sub ((hasDerivAt_id' x).fun_mul
      (hasDeriv (n + 1) x))).const_mul ((n : ℝ) + 1)).congr_deriv ?_
    push_cast
    linear_combination (-((n : ℝ) + 1)) * (deriv_ladder n x).2
```

## (i) Orthogonality

Show that for \(m\ne n\)

\[
\int_{-1}^{1}P_mP_n\,dx=0 .
\]

Let \(W=(1-x^2)(P_m'P_n-P_mP_n')\). By (h), the products of first derivatives cancel in \(W'\), leaving

\[
W'=[n(n+1)-m(m+1)]\,P_mP_n .
\]

\(W\) vanishes at \(x=\pm1\), so the integral of the right side is zero. The bracket equals \((n-m)(n+m+1)\), which is non-zero, so the integral of \(P_mP_n\) vanishes. `hF` is the formula for \(W'\), and `hc` says that the bracket is non-zero.

```lean
/-- Legendre polynomials of different degree are orthogonal on `[-1, 1]`. -/
theorem legendre_orthogonal {m n : ℕ} (hmn : m ≠ n) :
    ∫ x in (-1 : ℝ)..1, legendre m x * legendre n x = 0 := by
  have hF : ∀ x, HasDerivAt (fun y => (1 - y ^ 2) * deriv (legendre m) y * legendre n y
      - legendre m y * ((1 - y ^ 2) * deriv (legendre n) y))
      (((n : ℝ) * (n + 1) - m * (m + 1)) * (legendre m x * legendre n x)) x := by
    intro x
    refine (((legendre_equation m x).fun_mul (hasDeriv n x)).fun_sub
      ((hasDeriv m x).fun_mul (legendre_equation n x))).congr_deriv ?_
    ring
  have hi := intervalIntegral.integral_eq_sub_of_hasDerivAt (a := -1) (b := 1)
    (fun x _ => hF x) ((continuous_const.mul ((differentiable_legendre m).continuous.mul
      (differentiable_legendre n).continuous)).intervalIntegrable _ _)
  rw [intervalIntegral.integral_const_mul] at hi
  -- the boundary terms vanish because of the factor 1 - x^2
  have h0 : ((n : ℝ) * (n + 1) - m * (m + 1)) *
      ∫ x in (-1 : ℝ)..1, legendre m x * legendre n x = 0 := by
    rw [hi]
    norm_num
  have hd : (n : ℝ) - m ≠ 0 := sub_ne_zero.mpr (by exact_mod_cast hmn.symm)
  have hc : (n : ℝ) * (n + 1) - m * (m + 1) ≠ 0 := by
    rw [show (n : ℝ) * (n + 1) - m * (m + 1) = (n - m) * (n + m + 1) by ring]
    exact mul_ne_zero hd (by positivity)
  exact (mul_eq_zero.mp h0).resolve_left hc
```

## (j) The chain rule for the orbital

For \(r>0\) and \(Q\) differentiable at \(r\), show that

\[
\frac{\partial\psi}{\partial z}=\frac1r\left[\frac zr\Big(Q'-\frac Qr\Big)P_l+\frac Qr\Big(1-\frac{z^2}{r^2}\Big)P_l'\right],
\]

with \(P_l\) and \(P_l'\) taken at \(z/r\).

At fixed \(s\), \(\partial r/\partial z=z/r\). Hence

\[
\frac{\partial}{\partial z}\frac Qr=\frac zr\Big(\frac{Q'}r-\frac Q{r^2}\Big),\qquad
\frac{\partial}{\partial z}\frac zr=\frac1r-\frac{z^2}{r^3}=\frac1r\Big(1-\frac{z^2}{r^2}\Big),
\]

and the product rule gives the claim. The hypotheses `hr` and `h` make \(r\) the positive root of \(s^2+z^2\), which excludes the nucleus itself. `hR` is \(\partial r/\partial z\).

```lean
/-- The z-derivative of the orbital, split into a radial part and an angular part. -/
theorem orbital_chain_rule (Q : ℝ → ℝ) (l : ℕ) {s z r : ℝ} (hr : 0 < r)
    (h : r ^ 2 = s ^ 2 + z ^ 2) (hQ : DifferentiableAt ℝ Q r) :
    HasDerivAt (orbital Q l s) (1 / r * (z / r * (deriv Q r - Q r / r) * legendre l (z / r)
      + Q r / r * ((1 - (z / r) ^ 2) * deriv (legendre l) (z / r)))) z := by
  have hr0 : r ≠ 0 := hr.ne'
  have hs : Real.sqrt (s ^ 2 + z ^ 2) = r := by rw [← h]; exact Real.sqrt_sq hr.le
  have hs0 : Real.sqrt (s ^ 2 + z ^ 2) ≠ 0 := by rw [hs]; exact hr0
  -- the distance changes at the rate z/r
  have hR : HasDerivAt (fun t => Real.sqrt (s ^ 2 + t ^ 2)) (z / r) z := by
    have h1 : HasDerivAt (fun t : ℝ => s ^ 2 + t ^ 2) (2 * z) z :=
      (((hasDerivAt_id' z).fun_pow 2).const_add (s ^ 2)).congr_deriv (by simp)
    refine (h1.sqrt (by show s ^ 2 + z ^ 2 ≠ 0; rw [← h]; positivity)).congr_deriv ?_
    show 2 * z / (2 * Real.sqrt (s ^ 2 + z ^ 2)) = z / r
    rw [hs]
    field_simp
  have q : HasDerivAt Q (deriv Q r) (Real.sqrt (s ^ 2 + z ^ 2)) := by
    rw [hs]; exact hQ.hasDerivAt
  have hX := (hasDerivAt_id' z).fun_div hR hs0
  have p : HasDerivAt (legendre l) (deriv (legendre l) (z / r))
      (z / Real.sqrt (s ^ 2 + z ^ 2)) := by
    rw [hs]; exact hasDeriv l _
  have hQR : HasDerivAt (fun t => Q (Real.sqrt (s ^ 2 + t ^ 2))) (deriv Q r * (z / r)) z :=
    q.comp z hR
  have hP : HasDerivAt (fun t => legendre l (t / Real.sqrt (s ^ 2 + t ^ 2))) _ z := p.comp z hX
  have hM : HasDerivAt (orbital Q l s) _ z := (hQR.fun_div hR hs0).fun_mul hP
  refine hM.congr_deriv ?_
  simp only [hs]
  generalize deriv (legendre l) (z / r) = d
  generalize legendre l (z / r) = c
  field_simp
  try ring
```

## (k) The Vinti operators

For \(l=n+1\), with \(r>0\) and \(Q\) differentiable at \(r\) as in (j), show that

\[
\frac{\partial\psi}{\partial z}=\frac1r\left[\frac{n+2}{2n+3}\,(U_{n+1}Q)\,P_{n+2}+\frac{n+1}{2n+3}\,(D_{n+1}Q)\,P_n\right].
\]

Write \(x=z/r\) and insert (g) into (j). The bracket becomes

\[
\Big(Q'-(n+2)\frac Qr\Big)xP_{n+1}+(n+1)\frac Qr P_n .
\]

Bonnet's recurrence gives \(xP_{n+1}=\frac{n+2}{2n+3}P_{n+2}+\frac{n+1}{2n+3}P_n\), which is `hx` in the code. The factor of \(P_{n+2}\) is then as claimed, and that of \(P_n\) is

\[
\frac{n+1}{2n+3}\Big[Q'-(n+2)\frac Qr+(2n+3)\frac Qr\Big]=\frac{n+1}{2n+3}\Big[Q'+(n+1)\frac Qr\Big].
\]

In terms of \(l\), the coefficients are \(\frac{l+1}{2l+1}\) and \(\frac{l}{2l+1}\). If normalised spherical harmonics replace the \(P_l\), they become \(\frac{l+1}{\sqrt{(2l+1)(2l+3)}}\) and \(\frac{l}{\sqrt{(2l-1)(2l+1)}}\).

```lean
/-- For `l = n + 1`, the z-derivative of `(Q(r)/r) P_l(z/r)` is a combination of `P_(l+1)` and
`P_(l-1)` whose radial factors are the two Vinti operators. -/
theorem vinti_gradient (Q : ℝ → ℝ) (n : ℕ) {s z r : ℝ} (hr : 0 < r)
    (h : r ^ 2 = s ^ 2 + z ^ 2) (hQ : DifferentiableAt ℝ Q r) :
    HasDerivAt (orbital Q (n + 1) s)
      (1 / r * (((n : ℝ) + 2) / (2 * n + 3) * vintiUp Q (n + 1) r * legendre (n + 2) (z / r)
        + ((n : ℝ) + 1) / (2 * n + 3) * vintiDown Q (n + 1) r * legendre n (z / r))) z := by
  refine (orbital_chain_rule Q (n + 1) hr h hQ).congr_deriv ?_
  rw [one_sub_sq n (z / r)]
  have p := bonnet n (z / r)
  simp only [vintiUp, vintiDown]
  push_cast
  generalize z / r = x at *
  have h3 : 2 * (n : ℝ) + 3 ≠ 0 := by positivity
  -- Bonnet's recurrence resolves cos θ P_l into its two neighbours
  have hx : x * legendre (n + 1) x = ((n : ℝ) + 2) / (2 * n + 3) * legendre (n + 2) x
      + ((n : ℝ) + 1) / (2 * n + 3) * legendre n x := by
    field_simp
    linear_combination -p
  have hv : (2 * (n : ℝ) + 3) * (((n : ℝ) + 1) / (2 * n + 3)) = n + 1 := by field_simp
  linear_combination (1 / r * (deriv Q r - ((n : ℝ) + 2) * (Q r / r))) * hx
    - (1 / r * (Q r / r) * legendre n x) * hv
```

## (l) The s orbital

For \(l=0\), again with \(r>0\) and \(Q\) differentiable at \(r\), show that

\[
\frac{\partial\psi}{\partial z}=\frac1r\,(U_0Q)\,P_1 .
\]

In (j), \(P_0'=0\) removes the second term, and \(z/r=P_1(z/r)\).

```lean
/-- For `l = 0` the z-derivative of the orbital contains `P_1` only. -/
theorem vinti_gradient_s (Q : ℝ → ℝ) {s z r : ℝ} (hr : 0 < r)
    (h : r ^ 2 = s ^ 2 + z ^ 2) (hQ : DifferentiableAt ℝ Q r) :
    HasDerivAt (orbital Q 0 s) (1 / r * (vintiUp Q 0 r * legendre 1 (z / r))) z := by
  refine (orbital_chain_rule Q 0 hr h hQ).congr_deriv ?_
  simp only [legendre_zero, legendre_one, vintiUp, deriv_const, Nat.cast_zero]
  ring
```

## (m) The selection rule

Let \(u=\cos\theta\), and let \(m\) be the degree of a Legendre polynomial, not a magnetic quantum number. For \(r>0\) and \(Q\) differentiable at \(r\), show that, unless \(m=l+1\) or \(m=l-1\),

\[
\int_{-1}^{1}P_m(u)\,\frac{\partial\psi}{\partial z}\bigg|_{s=r\sqrt{1-u^2},\;z=ru}du=0 .
\]

The derivative is taken at fixed \(s\) and then evaluated on the sphere of radius \(r\), where \(z/r=u\). By (k) and (l) the integrand is a sum of constants times \(P_mP_{l+1}\) and, for \(l\ge1\), \(P_mP_{l-1}\). Both integrals vanish by (i). In the code, `hg` confirms that the point lies on the sphere, and `e` rewrites the integral as this sum.

The hypothesis `hdown : l ≠ m + 1` expresses \(m\ne l-1\) without subtracting natural numbers. The theorem says that these projections vanish, not that the remaining ones (two for \(l\ge1\), one for \(l=0\)) are non-zero.

For the specific mass shift, this limits which pairs of orbitals a one-electron matrix element of \(p_z\) can connect, here for magnetic quantum number zero and with the radial integration still to be done.

```lean
/-- On the sphere of radius `r`, with `u = cos θ`, the z-derivative of an orbital of degree `l`
has no component along `P_m` unless `m = l + 1` or `m = l - 1`. -/
theorem gradient_selection_rule (Q : ℝ → ℝ) (l m : ℕ) {r : ℝ} (hr : 0 < r)
    (hQ : DifferentiableAt ℝ Q r) (hup : m ≠ l + 1) (hdown : l ≠ m + 1) :
    ∫ u in (-1 : ℝ)..1,
      legendre m u * deriv (orbital Q l (r * Real.sqrt (1 - u ^ 2))) (r * u) = 0 := by
  have hr0 : r ≠ 0 := hr.ne'
  have hg : ∀ u ∈ Set.uIcc (-1 : ℝ) 1,
      r ^ 2 = (r * Real.sqrt (1 - u ^ 2)) ^ 2 + (r * u) ^ 2 := by
    intro u hu
    rw [Set.uIcc_of_le (by norm_num)] at hu
    have hq : Real.sqrt (1 - u ^ 2) ^ 2 = 1 - u ^ 2 :=
      Real.sq_sqrt (by nlinarith [hu.1, hu.2])
    linear_combination (-r ^ 2) * hq
  have hx : ∀ u : ℝ, r * u / r = u := fun u => by field_simp
  cases l with
  | zero =>
    have e : ∫ u in (-1 : ℝ)..1,
        legendre m u * deriv (orbital Q 0 (r * Real.sqrt (1 - u ^ 2))) (r * u) =
        ∫ u in (-1 : ℝ)..1, (1 / r * vintiUp Q 0 r) * (legendre m u * legendre 1 u) := by
      refine intervalIntegral.integral_congr (fun u hu => ?_)
      have d := (vinti_gradient_s Q hr (hg u hu) hQ).deriv
      rw [hx] at d
      rw [d]
      ring
    rw [e, intervalIntegral.integral_const_mul, legendre_orthogonal (by omega), mul_zero]
  | succ n =>
    have hc : ∀ (a : ℝ) (k : ℕ), IntervalIntegrable
        (fun u => a * (legendre m u * legendre k u)) MeasureTheory.volume (-1) 1 := fun a k =>
      (continuous_const.mul ((differentiable_legendre m).continuous.mul
        (differentiable_legendre k).continuous)).intervalIntegrable _ _
    have e : ∫ u in (-1 : ℝ)..1,
        legendre m u * deriv (orbital Q (n + 1) (r * Real.sqrt (1 - u ^ 2))) (r * u) =
        ∫ u in (-1 : ℝ)..1,
          ((1 / r * (((n : ℝ) + 2) / (2 * n + 3) * vintiUp Q (n + 1) r)) *
            (legendre m u * legendre (n + 2) u)
          + (1 / r * (((n : ℝ) + 1) / (2 * n + 3) * vintiDown Q (n + 1) r)) *
            (legendre m u * legendre n u)) := by
      refine intervalIntegral.integral_congr (fun u hu => ?_)
      have d := (vinti_gradient Q n hr (hg u hu) hQ).deriv
      rw [hx] at d
      rw [d]
      ring
    rw [e, intervalIntegral.integral_add (hc _ _) (hc _ _),
      intervalIntegral.integral_const_mul, intervalIntegral.integral_const_mul,
      legendre_orthogonal (show m ≠ n + 2 by omega),
      legendre_orthogonal (show m ≠ n by omega), mul_zero, mul_zero, add_zero]

end VintiGradient
```

```lean
#print axioms VintiGradient.vinti_gradient_s
#print axioms VintiGradient.gradient_selection_rule
```

```
'VintiGradient.vinti_gradient_s' depends on axioms: [propext, Classical.choice, Quot.sound]
'VintiGradient.gradient_selection_rule' depends on axioms: [propext, Classical.choice, Quot.sound]
```
